# The energy-ordered decoupling amplitude of a two-level model diverges as the coupling vanishes when the small-component level is the higher one

One way to reduce a relativistic Hamiltonian with large and small components to one that acts on the large component alone is to choose which eigenvectors to keep and to build the reduction from them. Here the choice is made by energy: the upper state is kept, whatever its composition. The model has one large-component basis function and one small-component basis function, orthonormal and coupled by a real number $b>0$. With the zero of energy midway between the two uncoupled levels, the Hamiltonian is

$$H=\begin{pmatrix} t & b\\ b & -t\end{pmatrix}.$$

The large-component level is $t$ and the small-component level is $-t$, so $t$ is half the signed level separation; it is neither a kinetic energy nor a hopping amplitude. In a Dirac problem the diagonal elements, before the zero of energy is moved to their midpoint, would be $mc^2+V_L$ and $-mc^2+V_S$, where $m$ is the electron mass, $c$ the speed of light, and $V_L$, $V_S$ the mean potential energies in the two basis functions. The usual order is $t>0$. The reversed order $t<0$ requires $V_S-V_L>2mc^2$.

Write the upper eigenvector as $(1,X)$. The decoupling amplitude $X$ is the ratio of the small component to the large one. At fixed $t$, as $b\to0^+$,

$$X\to 0\ \ (t>0),\qquad X\to 1\ \ (t=0),\qquad X\to+\infty\ \ (t<0).$$

The normalised weight of the large component, $1/(1+X^2)$, accordingly tends to $1$, $1/2$ and $0$. For $t<0$ the decoupling still exists at every $b>0$, but the state it keeps loses its large component as the coupling is switched off.

## The decoupling equation and its positive root

Let $E$ be the energy of $(1,X)$. The two components of the eigenvalue equation are

$$t+bX=E,\qquad b-tX=EX.$$

Inserting the first into the second gives the quadratic decoupling equation

$$bX^2+2tX=b.$$

Its two roots have product $-1$, so one is positive and one negative. To see which belongs to the upper state, note that the orthogonal vector $(-X,1)$ has energy $-E$:

$$-tX+b=EX=(-E)(-X),\qquad -bX-t=-E.$$

The upper state therefore has $E\ge0$. The quadratic equation also gives

$$2XE=2tX+2bX^2=b(1+X^2)>0,$$

so $X$ and $E$ have the same sign and neither is zero. The upper state is the one with $X>0$. Moreover,

$$E^2=(t+bX)^2=t^2+b(bX^2+2tX)=t^2+b^2,$$

and since $E>0$,

$$X=\frac{\sqrt{t^2+b^2}-t}{b}.$$

## Two inequalities that fix the limits

Since $bX^2>0$, the quadratic equation gives $2tX<b$. Since $X(bX+2t)=b>0$ and $X>0$, it also gives $bX>-2t$. The three cases follow.

- For $t>0$, $0<X<b/(2t)$, and the upper bound vanishes with $b$.
- For $t=0$, $X^2=1$ and $X>0$, so $X=1$ at every coupling.
- For $t<0$, $X>2|t|/b$, which grows without bound.

At finite coupling, $2tX=b(1-X)(1+X)$ with $X>0$ shows that $X<1$ exactly when $t>0$.

The other root of the quadratic equation is $-1/X$. Because $b/X=E+t$, its energy is $t-b/X=-E$. Now let $t<0$ and let $(1,Y)$ be an eigenvector with negative energy, which is now called $E$. Its second component reads $(E+t)Y=b$, so $Y$ is negative and

$$|Y|=\frac{b}{|E|+|t|}<\frac{b}{|t|}\to0.$$

In the reversed order it is the lower state that becomes purely large-component. Selection by character, which keeps the state with the larger large-component weight whatever its energy, thus gives a small amplitude at weak coupling.

## The Hamiltonian and the selection by energy in Lean

```lean
import Mathlib

open Matrix Filter Topology

namespace EnergyOrderedDecoupling
```

The Hamiltonian is a real $2\times2$ matrix. Index `0` is the large component and index `1` the small one.

```lean
/-- The two-level Hamiltonian with large-component level `t`, small-component level `-t`
and coupling `b`. -/
def twoLevel (t b : ℝ) : Matrix (Fin 2) (Fin 2) ℝ := !![t, b; b, -t]
```

In the next definition, `*ᵥ` is the matrix-vector product, `•` multiplies a vector by a number, and `![1, X]` is the unnormalised vector $(1,X)$. The predicate says that this vector has some eigenvalue `E` and that every eigenvalue `μ`, with a nonzero eigenvector `v`, satisfies `μ ≤ E`. Neither the quadratic equation nor the square root is built in. "Upper" refers to the energy; in Dirac theory "upper component" often means the large component, which is a different thing.

```lean
/-- `X` is the energy-ordered decoupling amplitude: `(1, X)` is an eigenvector of the two-level
Hamiltonian, and no eigenvalue lies above its own. -/
def IsUpperDecoupling (t b X : ℝ) : Prop :=
  ∃ E : ℝ, twoLevel t b *ᵥ ![1, X] = E • ![1, X] ∧
    ∀ (μ : ℝ) (v : Fin 2 → ℝ), v ≠ 0 → twoLevel t b *ᵥ v = μ • v → μ ≤ E
```

## From the eigenvalue equation to the amplitude

The first lemma translates between the matrix equation and its two component equations, for a general vector $(p,q)$. One direction evaluates the vector equation at each index; the other checks the two indices separately.

```lean
/-- The eigenvalue equation written out for the large component `p` and the small
component `q`. -/
theorem eigen_iff (t b p q E : ℝ) :
    twoLevel t b *ᵥ ![p, q] = E • ![p, q] ↔
      t * p + b * q = E * p ∧ b * p - t * q = E * q := by
  constructor
  · intro h
    have h0 := congrFun h 0
    have h1 := congrFun h 1
    simp [twoLevel, Matrix.mulVec, dotProduct, Fin.sum_univ_two] at h0 h1
    exact ⟨by linarith, by linarith⟩
  · rintro ⟨h0, h1⟩
    ext i
    fin_cases i <;> simp [twoLevel, Matrix.mulVec, dotProduct, Fin.sum_univ_two] <;> linarith
```

The next lemma is the sign argument: a positive root of the quadratic equation has positive energy. The quantity $X(t+bX)$ equals $b(1+X^2)/2$, so it is positive, and the positive factor $X$ can be removed.

```lean
/-- For `b > 0`, a positive solution `X` of the quadratic decoupling equation gives a positive
energy `t + b X`. -/
theorem energy_pos {t b X : ℝ} (hb : 0 < b) (hX : 0 < X)
    (hq : b * X ^ 2 + 2 * t * X = b) : 0 < t + b * X := by
  have h : 0 < X * (t + b * X) := by nlinarith [mul_pos hb (pow_pos hX 2)]
  exact (mul_pos_iff_of_pos_left hX).1 h
```

The equivalence that follows carries the main algebra. In the forward direction, the maximality of `E` is applied to the orthogonal vector `![-X, 1]`, which gives $-E\le E$. The quadratic equation is a linear combination of the component equations. The sign of $X$ is found by contradiction: if $X\le0$, then $E+t=2E-bX\ge0$, so $(E+t)X\le0$, whereas the second component equation makes this product equal to $b>0$.

In the reverse direction the energy is $t+bX$, and it must be shown that no eigenvalue exceeds it. Combining the component equations gives $(\mu^2-t^2-b^2)v_i=0$ for both components of any eigenvector $v$. As $v$ is nonzero, $\mu^2=t^2+b^2=(t+bX)^2$. An eigenvalue above the positive number $t+bX$ would have a larger square.

```lean
/-- For `b > 0`, the energy-ordered amplitude is exactly the positive solution of the quadratic
decoupling equation `b X² + 2 t X = b`. -/
theorem upper_iff {t b X : ℝ} (hb : 0 < b) :
    IsUpperDecoupling t b X ↔ 0 < X ∧ b * X ^ 2 + 2 * t * X = b := by
  constructor
  · rintro ⟨E, h, hmax⟩
    obtain ⟨h0, h1⟩ := (eigen_iff t b 1 X E).1 h
    -- the orthogonal vector (-X, 1) has energy -E, so E cannot be negative
    have hE : -E ≤ E := hmax (-E) ![-X, 1]
      (by intro h; simpa using congrFun h 1)
      ((eigen_iff t b (-X) 1 (-E)).2 ⟨by linarith, by linarith⟩)
    refine ⟨?_, by linear_combination X * h0 - h1⟩
    by_contra hn
    have hX : 0 ≤ -X := by linarith [not_lt.1 hn]
    have h3 : 0 ≤ E + t := by linarith [mul_nonneg hb.le hX]
    nlinarith [mul_nonneg h3 hX]
  · rintro ⟨hX, hq⟩
    refine ⟨t + b * X, (eigen_iff t b 1 X _).2 ⟨by ring, by linear_combination -hq⟩, ?_⟩
    intro μ v hv h
    have hv' : v = ![v 0, v 1] := by
      ext i
      fin_cases i <;> rfl
    rw [hv'] at h
    obtain ⟨h0, h1⟩ := (eigen_iff t b (v 0) (v 1) μ).1 h
    -- every eigenvalue squares to t² + b²
    have hμ : μ ^ 2 = t ^ 2 + b ^ 2 := by
      by_contra hne
      have hd : μ ^ 2 - (t ^ 2 + b ^ 2) ≠ 0 := sub_ne_zero.2 hne
      have p0 : v 0 = 0 := (mul_eq_zero.1 (show (μ ^ 2 - (t ^ 2 + b ^ 2)) * v 0 = 0 by
        linear_combination (-μ - t) * h0 - b * h1)).resolve_left hd
      have q0 : v 1 = 0 := (mul_eq_zero.1 (show (μ ^ 2 - (t ^ 2 + b ^ 2)) * v 1 = 0 by
        linear_combination (-μ + t) * h1 - b * h0)).resolve_left hd
      apply hv
      ext i
      fin_cases i
      · simpa using p0
      · simpa using q0
    have hE : (t + b * X) ^ 2 = t ^ 2 + b ^ 2 := by linear_combination b * hq
    have hpos := energy_pos hb hX hq
    by_contra hn
    nlinarith [not_le.1 hn]
```

The closed form comes next. Being an equivalence, it gives existence and uniqueness of the amplitude for each $b>0$. Forward, $t^2+b^2$ is rewritten as $(t+bX)^2$ and the positive root is taken. Backward, $\sqrt{t^2+b^2}>t$ gives $X>0$, and the quadratic equation is verified after multiplication by $b$.

```lean
/-- For `b > 0` the energy-ordered amplitude exists, is unique, and equals
`(√(t² + b²) - t) / b`. -/
theorem upper_iff_formula {t b X : ℝ} (hb : 0 < b) :
    IsUpperDecoupling t b X ↔ X = (√(t ^ 2 + b ^ 2) - t) / b := by
  rw [upper_iff hb]
  constructor
  · rintro ⟨hX, hq⟩
    have hs : √(t ^ 2 + b ^ 2) = t + b * X := by
      rw [show t ^ 2 + b ^ 2 = (t + b * X) ^ 2 by linear_combination -b * hq]
      exact Real.sqrt_sq (energy_pos hb hX hq).le
    rw [hs, eq_div_iff hb.ne']
    ring
  · intro h
    have hs : √(t ^ 2 + b ^ 2) ^ 2 = t ^ 2 + b ^ 2 := Real.sq_sqrt (by positivity)
    have hs0 : 0 ≤ √(t ^ 2 + b ^ 2) := Real.sqrt_nonneg _
    have hlt : t < √(t ^ 2 + b ^ 2) := by
      by_contra hn
      nlinarith [not_lt.1 hn, pow_pos hb 2]
    have hbX : X * b = √(t ^ 2 + b ^ 2) - t := (eq_div_iff hb.ne').1 h
    refine ⟨by rw [h]; exact div_pos (sub_pos.2 hlt) hb, mul_left_cancel₀ hb.ne' ?_⟩
    linear_combination (b * X + √(t ^ 2 + b ^ 2) + t) * hbX + hs
```

## Bounds, dominance and the three limits

Both inequalities hold for every sign of $t$, and they are proved as above: one by discarding the positive term $bX^2$, the other by removing the factor $X$.

```lean
/-- For `b > 0` the energy-ordered amplitude obeys `2 t X < b` and `-2 t < b X`, whatever the
sign of `t`. -/
theorem upper_bounds {t b X : ℝ} (hb : 0 < b) (h : IsUpperDecoupling t b X) :
    2 * t * X < b ∧ -(2 * t) < b * X := by
  obtain ⟨hX, hq⟩ := (upper_iff hb).1 h
  refine ⟨by nlinarith [mul_pos hb (pow_pos hX 2)], ?_⟩
  have h1 : 0 < X * (b * X + 2 * t) := by nlinarith
  linarith [(mul_pos_iff_of_pos_left hX).1 h1]
```

The finite-coupling criterion compares the signs of $b(1-X)(1+X)$ and $2tX$. Each direction assumes the opposite conclusion and supplies `nlinarith` with the products whose signs then clash.

```lean
/-- At any coupling `b > 0`, the upper state is dominated by its large component (`X < 1`)
exactly when the large-component level lies above the small-component one (`t > 0`). -/
theorem upper_lt_one_iff {t b X : ℝ} (hb : 0 < b) (h : IsUpperDecoupling t b X) :
    X < 1 ↔ 0 < t := by
  obtain ⟨hX, hq⟩ := (upper_iff hb).1 h
  constructor
  · intro h1
    by_contra hn
    nlinarith [mul_pos (mul_pos hb (sub_pos.2 h1)) (by linarith : 0 < 1 + X),
      mul_nonneg (neg_nonneg.2 (not_lt.1 hn)) hX.le]
  · intro ht
    by_contra hn
    nlinarith [mul_nonneg (mul_nonneg hb.le (sub_nonneg.2 (not_lt.1 hn)))
      (by linarith : 0 ≤ X + 1), mul_pos ht hX]
```

A small lemma on limits serves the squeeze arguments. The filter `𝓝[>] 0` expresses $b\to0$ through positive values.

```lean
/-- A quantity proportional to the coupling vanishes with it. -/
theorem tendsto_linear (c : ℝ) : Tendsto (fun b : ℝ => c * b) (𝓝[>] 0) (𝓝 0) := by
  have h : Tendsto (fun b : ℝ => c * b) (𝓝 0) (𝓝 (c * 0)) :=
    (continuous_const.mul continuous_id).tendsto 0
  rw [mul_zero] at h
  exact h.mono_left nhdsWithin_le_nhds
```

In the main theorem, `X` is a function of the coupling, required to be the energy-ordered amplitude at every positive `b`; its values elsewhere are irrelevant. The number `t` stays fixed during the limit, and `atTop` stands for $+\infty$. For $t>0$ the proof squeezes $X$ between $0$ and $(2t)^{-1}b$. For $t=0$ it factors the quadratic equation as $b(X+1)(X-1)=0$ and discards the positive factor, so $X$ equals the constant $1$ at every positive coupling. For $t<0$ it compares $X$ with $-2t\,b^{-1}$, which tends to infinity.

```lean
/-- As the coupling `b` tends to zero from above, the energy-ordered amplitude tends to `0` if
`t > 0`, to `1` if `t = 0`, and to infinity if `t < 0`. -/
theorem upper_decoupling_limits (t : ℝ) (X : ℝ → ℝ)
    (hX : ∀ b, 0 < b → IsUpperDecoupling t b (X b)) :
    (0 < t → Tendsto X (𝓝[>] 0) (𝓝 0)) ∧
    (t = 0 → Tendsto X (𝓝[>] 0) (𝓝 1)) ∧
    (t < 0 → Tendsto X (𝓝[>] 0) atTop) := by
  refine ⟨fun ht => ?_, fun ht => ?_, fun ht => ?_⟩
  · -- 0 < X < b / (2t)
    refine tendsto_of_tendsto_of_tendsto_of_le_of_le' tendsto_const_nhds
      (tendsto_linear (2 * t)⁻¹) ?_ ?_
    · filter_upwards [self_mem_nhdsWithin] with b hb
      exact ((upper_iff hb).1 (hX b hb)).1.le
    · filter_upwards [self_mem_nhdsWithin] with b hb
      rw [inv_mul_eq_div, le_div_iff₀ (by positivity)]
      linarith [(upper_bounds hb (hX b hb)).1]
  · -- at degeneracy X = 1 for every coupling
    refine Tendsto.congr' ?_ (tendsto_const_nhds (x := (1 : ℝ)))
    filter_upwards [self_mem_nhdsWithin] with b hb
    have hb' : 0 < b := hb
    obtain ⟨h0, hq⟩ := (upper_iff hb').1 (hX b hb')
    rw [ht] at hq
    have h1 : (b * (X b + 1)) * (X b - 1) = 0 := by linear_combination hq
    have h2 := (mul_eq_zero.1 h1).resolve_left (mul_pos hb' (by linarith)).ne'
    linarith
  · -- X > 2|t| / b
    refine tendsto_atTop_mono' _ ?_
      (Tendsto.const_mul_atTop (by linarith : 0 < -(2 * t)) tendsto_inv_nhdsGT_zero)
    filter_upwards [self_mem_nhdsWithin] with b hb
    have hb' : 0 < b := hb
    rw [← div_eq_mul_inv, div_le_iff₀ hb']
    linarith [(upper_bounds hb' (hX b hb')).2]
```

## The state of opposite energy

The partner theorem holds for either sign of the coupling and for either eigenvector of the form $(1,X)$. That $X\neq0$ is derived: with $X=0$ the second component equation would read $b=0$. The two component equations for $(1,-1/X)$ then follow from those for $(1,X)$ and $X\,X^{-1}=1$.

```lean
/-- For nonzero coupling, if `(1, X)` is an eigenvector with energy `E`, then `(1, -1/X)` is an
eigenvector with energy `-E`. -/
theorem partner_state {t b X E : ℝ} (hb : b ≠ 0)
    (h : twoLevel t b *ᵥ ![1, X] = E • ![1, X]) :
    twoLevel t b *ᵥ ![1, -X⁻¹] = (-E) • ![1, -X⁻¹] := by
  obtain ⟨h0, h1⟩ := (eigen_iff t b 1 X E).1 h
  have hX : X ≠ 0 := by
    intro h2
    rw [h2] at h1
    exact hb (by linarith)
  have hx : X * X⁻¹ = 1 := mul_inv_cancel₀ hX
  exact (eigen_iff t b 1 (-X⁻¹) (-E)).2
    ⟨by linear_combination -X⁻¹ * h1 - (t + E) * hx, by linear_combination X⁻¹ * h0 - b * hx⟩
```

The last theorem concerns $t<0$ and any family of eigenvectors $(1,Y(b))$ with negative energies $E(b)$. The intermediate statement `key` contains the bounds $-b/|t|\le Y\le0$, obtained from $(E+t)Y=b$, and a squeeze gives the limit. The normalised large-component weight of these states, $1/(1+Y^2)$, therefore tends to $1$.

For those exact two-component methods that build their decoupling from a chosen set of eigenvectors, this single pair of levels shows that choosing by energy and choosing by character agree for $t>0$ and disagree for $t<0$, at every coupling $b>0$. In a molecular calculation the two diagonal elements, the coupling and $X$ become matrices and many levels compete for a place in the chosen set; the passage from one pair of levels to that situation needs a separate argument.

```lean
/-- If `t < 0`, the amplitudes `Y` of eigenvectors `(1, Y)` with negative energy tend to zero as
the coupling tends to zero from above. -/
theorem lower_decoupling_limit {t : ℝ} (ht : t < 0) (Y E : ℝ → ℝ)
    (hY : ∀ b, 0 < b → twoLevel t b *ᵥ ![1, Y b] = E b • ![1, Y b])
    (hE : ∀ b, 0 < b → E b < 0) : Tendsto Y (𝓝[>] 0) (𝓝 0) := by
  -- (E + t) Y = b with both E and t negative gives -b/|t| ≤ Y ≤ 0
  have key : ∀ b, 0 < b → Y b ≤ 0 ∧ -(-t)⁻¹ * b ≤ Y b := by
    intro b hb
    obtain ⟨-, h1⟩ := (eigen_iff t b 1 (Y b) (E b)).1 (hY b hb)
    have hEb := hE b hb
    have hneg : Y b ≤ 0 := by
      by_contra hn
      nlinarith [mul_pos (by linarith : 0 < -(E b + t)) (not_le.1 hn)]
    have h2 : -Y b ≤ (-t)⁻¹ * b := by
      rw [inv_mul_eq_div, le_div_iff₀ (neg_pos.2 ht)]
      nlinarith [mul_nonneg (neg_nonneg.2 hEb.le) (neg_nonneg.2 hneg)]
    exact ⟨hneg, by linarith⟩
  refine tendsto_of_tendsto_of_tendsto_of_le_of_le' (tendsto_linear (-(-t)⁻¹))
    tendsto_const_nhds ?_ ?_
  · filter_upwards [self_mem_nhdsWithin] with b hb
    exact (key b hb).2
  · filter_upwards [self_mem_nhdsWithin] with b hb
    exact (key b hb).1

end EnergyOrderedDecoupling
```

```lean
#print axioms EnergyOrderedDecoupling.upper_lt_one_iff
#print axioms EnergyOrderedDecoupling.upper_decoupling_limits
#print axioms EnergyOrderedDecoupling.partner_state
#print axioms EnergyOrderedDecoupling.lower_decoupling_limit
```

```
'EnergyOrderedDecoupling.upper_lt_one_iff' depends on axioms: [propext, Classical.choice, Quot.sound]
'EnergyOrderedDecoupling.upper_decoupling_limits' depends on axioms: [propext, Classical.choice, Quot.sound]
'EnergyOrderedDecoupling.partner_state' depends on axioms: [propext, Classical.choice, Quot.sound]
'EnergyOrderedDecoupling.lower_decoupling_limit' depends on axioms: [propext, Classical.choice, Quot.sound]
```
